# Every eigenvalue of a finite block Hamiltonian with Hermitian diagonal blocks lies within a coupling radius of a fragment level

## Fragments as rows of a matrix, or as state spaces?

If I split a molecule into fragments and want to locate its one-electron levels from those of the fragments, should I treat a fragment as a set of matrix rows or as a state space of its own? Ordinary Gershgorin discs are centred on diagonal matrix entries, and these move when I merely rotate the orbitals inside a fragment. The fragment levels don't move. Can I centre the estimate on them, and how large can the error be?

## Fragment levels as centres, operator norms as radii

Treat each fragment $i$ as a finite-dimensional complex inner product space $V_i$. A total state is a family $\psi=(\psi_i)$ with one component per fragment, so the fragments combine as a direct sum, as for one electron, and not as a tensor product. The blocks $H_{ij}:V_j\to V_i$ act by $(H\psi)_i=\sum_j H_{ij}\psi_j$. With the operator norm $\|H_{ij}\|$, the largest factor by which the block stretches a vector, define the coupling radius
$$R_i=\sum_{j\ne i}\|H_{ij}\|.$$
The fragment levels are the eigenvalues of the diagonal block $H_{ii}$. In a molecule this block can also contain the potential of the other fragments, so its levels can differ from those of the separated fragment. Neither the levels of $H_{ii}$ nor $R_i$ depend on the orthonormal orbitals chosen inside the fragments.

Let $H\psi=E\psi$ with $\psi\neq0$, and let $i$ be a fragment where $\|\psi_i\|$ is largest, hence positive. The eigenvalue equation on this fragment gives
$$H_{ii}\psi_i-E\psi_i=-\sum_{j\ne i}H_{ij}\psi_j,$$
$$\|H_{ii}\psi_i-E\psi_i\|\le\sum_{j\ne i}\|H_{ij}\|\,\|\psi_j\|\le R_i\|\psi_i\|.$$

Since $H_{ii}$ is Hermitian, it has an orthonormal eigenbasis $b_k$ with real levels $e_k$. Let $\mu$ be the level closest to $E$. Then
$$\|H_{ii}\psi_i-E\psi_i\|^2=\sum_k|e_k-E|^2\,|\langle b_k,\psi_i\rangle|^2\ge|E-\mu|^2\|\psi_i\|^2.$$
Combining the two bounds and dividing by $\|\psi_i\|$ gives $|E-\mu|\le R_i$.

Three further results are short:

- If all fragment levels are at least $e_0$ and all radii at most $r$, then $\operatorname{Re}E\ge\mu-|E-\mu|\ge e_0-r$.
- Without coupling, $(H\psi)_i=H_{ii}\psi_i$. A nonzero component of a total eigenvector is then a fragment eigenvector, and a fragment eigenvector extended by zero is a total one. The two sets of eigenvalues coincide, even for non-Hermitian blocks.
- Two one-level fragments with common level $a$ and real coupling $t$ have the normalised eigenvector $(1,1)/\sqrt2$ with eigenvalue $a+t$. Its distance from $a$ is $|t|$, exactly the coupling radius, so the bound can be attained.

For a small instance, give fragment 0 two orbitals and fragment 1 one orbital:
$$H=\begin{pmatrix}0&2&1\\2&0&1\\1&1&3\end{pmatrix}.$$
The fragment levels are $-2,2$ and $3$. Both coupling blocks have norm $\sqrt2$, so every total level lies in $[-3.42,-0.58]$ or $[0.58,4.42]$, with endpoints rounded outwards. The total levels are $-2,1,4$, with eigenvectors $(1,-1,0)/\sqrt2$, $(1,1,-1)/\sqrt3$ and $(1,1,2)/\sqrt6$. The entrywise discs give only $[-3,5]$: they miss the gap around zero, although their lower end is tighter here.

In Lean, `V i` is the fragment space, and `H i j` carries amplitude from fragment `j` to fragment `i`. `blockHamiltonian H` is the total operator and `couplingRadius H i` is $R_i$. `IsSymmetric` expresses Hermiticity, $\langle Tx,y\rangle=\langle x,Ty\rangle$. `HasEigenvalue` requires a nonzero eigenvector, so an empty fragment has no levels and does no harm.

The theorem `block_gershgorin` says that for every total eigenvalue `E` there are a fragment `i` and a real level `μ` of `H i i` with `‖E - μ‖ ≤ couplingRadius H i`. Only the diagonal blocks are assumed Hermitian. `H i j` and `H j i` are independent, so `E` may be complex; a physical Hamiltonian adds the condition $H_{ji}=H_{ij}^\dagger$. The bound leads from a total level to a fragment level and doesn't assign a total level to each fragment.

For finite one-electron fragment or tight-binding models, this limits how far inter-fragment coupling can place a level from the fragment spectra. Overlapping atomic orbitals give $Hc=ESc$ instead, with coefficient vector $c$ and overlap matrix $S$. One way to apply the theorem is to change to an orthonormal basis first. If this mixes orbitals of different fragments, the levels in the bound are those of the new diagonal blocks, which can differ from the levels of the original fragments.

```lean
import Mathlib

open Finset

namespace BlockGershgorin

noncomputable section

variable {ι : Type*} [Fintype ι] {V : ι → Type*}
  [∀ i, NormedAddCommGroup (V i)] [∀ i, InnerProductSpace ℂ (V i)]

/-- The Hamiltonian assembled from blocks `H i j`, which carry amplitude from fragment `j`
to fragment `i`. -/
def blockHamiltonian (H : ∀ i j, V j →L[ℂ] V i) : (∀ i, V i) →ₗ[ℂ] (∀ i, V i) :=
  LinearMap.pi fun i => ∑ j, (H i j : V j →ₗ[ℂ] V i) ∘ₗ LinearMap.proj j

/-- The coupling radius of fragment `i`: the sum of the operator norms of the blocks `H i j` with
`j ≠ i`, which carry amplitude from the other fragments to fragment `i`. -/
def couplingRadius [DecidableEq ι] (H : ∀ i j, V j →L[ℂ] V i) (i : ι) : ℝ :=
  ∑ j ∈ univ.erase i, ‖H i j‖

/-- The component of `Hψ` on fragment `i` is the sum of the contributions `H i j (ψ j)` of
all fragments. -/
theorem blockHamiltonian_apply (H : ∀ i j, V j →L[ℂ] V i) (ψ : ∀ i, V i) (i : ι) :
    blockHamiltonian H ψ i = ∑ j, H i j (ψ j) := by
  simp [blockHamiltonian]

/-- Residual bound: for a Hermitian operator `T` on a finite-dimensional space and a nonzero
trial vector `x`, some level `μ` of `T` satisfies `|z - μ| ‖x‖ ≤ ‖T x - z x‖`. -/
theorem exists_level_near_of_residual {W : Type*} [NormedAddCommGroup W]
    [InnerProductSpace ℂ W] [FiniteDimensional ℂ W] (T : W →ₗ[ℂ] W) (hT : T.IsSymmetric)
    (z : ℂ) {x : W} (hx : x ≠ 0) :
    ∃ μ : ℝ, Module.End.HasEigenvalue T (μ : ℂ) ∧ ‖z - μ‖ * ‖x‖ ≤ ‖T x - z • x‖ := by
  let b := hT.eigenvectorBasis rfl
  let e := hT.eigenvalues rfl
  have hb : ∀ k, T (b k) = (e k : ℂ) • b k := fun k => hT.apply_eigenvectorBasis rfl k
  -- Parseval's identity in the eigenbasis
  have hP : ∀ y : W, ‖y‖ ^ 2 = ∑ k, ‖inner ℂ (b k) y‖ ^ 2 := by
    intro y
    rw [← b.repr.norm_map y, EuclideanSpace.norm_sq_eq]
    simp only [OrthonormalBasis.repr_apply_apply]
  have hcoef : ∀ k, inner ℂ (b k) (T x - z • x) = ((e k : ℂ) - z) * inner ℂ (b k) x := by
    intro k
    rw [inner_sub_right, inner_smul_right, ← hT (b k) x, hb, inner_smul_left,
      Complex.conj_ofReal]
    ring
  have : Nontrivial W := ⟨x, 0, hx⟩
  have : Nonempty (Fin (Module.finrank ℂ W)) := ⟨⟨0, Module.finrank_pos⟩⟩
  -- the level closest to `z`
  obtain ⟨k, hk⟩ := Finite.exists_min (fun k => ‖z - (e k : ℂ)‖)
  refine ⟨e k, hT.hasEigenvalue_eigenvalues rfl k, ?_⟩
  apply (sq_le_sq₀ (by positivity) (by positivity)).1
  rw [mul_pow, hP x, hP (T x - z • x), Finset.mul_sum]
  apply Finset.sum_le_sum
  intro j _
  rw [hcoef j, norm_mul, mul_pow, norm_sub_rev (e j : ℂ) z]
  exact mul_le_mul_of_nonneg_right (pow_le_pow_left₀ (norm_nonneg _) (hk j) 2) (sq_nonneg _)

/-- If `Hψ = Eψ` and `ψ` has its largest component on fragment `i`, then that component solves
the eigenvalue equation of the isolated fragment up to the coupling radius times its norm. -/
theorem residual_le_couplingRadius [DecidableEq ι] (H : ∀ i j, V j →L[ℂ] V i) {E : ℂ}
    {ψ : ∀ i, V i} (hψ : blockHamiltonian H ψ = E • ψ) (i : ι)
    (hmax : ∀ j, ‖ψ j‖ ≤ ‖ψ i‖) :
    ‖H i i (ψ i) - E • ψ i‖ ≤ couplingRadius H i * ‖ψ i‖ := by
  have h : ∑ j, H i j (ψ j) = E • ψ i := by
    rw [← blockHamiltonian_apply, hψ]
    rfl
  have hs : H i i (ψ i) + ∑ j ∈ univ.erase i, H i j (ψ j) = ∑ j, H i j (ψ j) :=
    Finset.add_sum_erase univ (fun j => H i j (ψ j)) (mem_univ i)
  have h2 : H i i (ψ i) - E • ψ i = -∑ j ∈ univ.erase i, H i j (ψ j) := by
    rw [← h, ← hs]
    abel
  rw [h2, norm_neg, couplingRadius, Finset.sum_mul]
  exact (norm_sum_le _ _).trans (Finset.sum_le_sum fun j _ =>
    ((H i j).le_opNorm _).trans (mul_le_mul_of_nonneg_left (hmax j) (norm_nonneg _)))

/-- Block Gershgorin theorem: if the finite-dimensional diagonal blocks are Hermitian, every
eigenvalue `E` of the block Hamiltonian lies within the coupling radius of some fragment from
a level of that fragment. -/
theorem block_gershgorin [DecidableEq ι] [∀ i, FiniteDimensional ℂ (V i)]
    (H : ∀ i j, V j →L[ℂ] V i)
    (hH : ∀ i, (H i i : V i →ₗ[ℂ] V i).IsSymmetric) {E : ℂ}
    (hE : Module.End.HasEigenvalue (blockHamiltonian H) E) :
    ∃ i, ∃ μ : ℝ, Module.End.HasEigenvalue (H i i : V i →ₗ[ℂ] V i) (μ : ℂ) ∧
      ‖E - μ‖ ≤ couplingRadius H i := by
  obtain ⟨ψ, hψ⟩ := hE.exists_hasEigenvector
  obtain ⟨j, hj⟩ := Function.ne_iff.1 hψ.2
  have : Nonempty ι := ⟨j⟩
  -- the fragment that carries the largest component
  obtain ⟨i, hi⟩ := Finite.exists_max (fun i => ‖ψ i‖)
  have hpos : 0 < ‖ψ i‖ := lt_of_lt_of_le (norm_pos_iff.2 hj) (hi j)
  obtain ⟨μ, hμ, hle⟩ :=
    exists_level_near_of_residual (H i i : V i →ₗ[ℂ] V i) (hH i) E (norm_pos_iff.1 hpos)
  exact ⟨i, μ, hμ, le_of_mul_le_mul_right
    (hle.trans (residual_le_couplingRadius H hψ.apply_eq_smul i hi)) hpos⟩

/-- If the diagonal blocks are Hermitian and finite-dimensional, all fragment levels are at
least `e₀` and all coupling radii at most `r`, then every eigenvalue of the block Hamiltonian
has real part at least `e₀ - r`. -/
theorem energy_lower_bound [DecidableEq ι] [∀ i, FiniteDimensional ℂ (V i)]
    (H : ∀ i j, V j →L[ℂ] V i)
    (hH : ∀ i, (H i i : V i →ₗ[ℂ] V i).IsSymmetric) {e₀ r : ℝ}
    (hlev : ∀ i, ∀ μ : ℝ,
      Module.End.HasEigenvalue (H i i : V i →ₗ[ℂ] V i) (μ : ℂ) → e₀ ≤ μ)
    (hr : ∀ i, couplingRadius H i ≤ r) {E : ℂ}
    (hE : Module.End.HasEigenvalue (blockHamiltonian H) E) : e₀ - r ≤ E.re := by
  obtain ⟨i, μ, hμ, hd⟩ := block_gershgorin H hH hE
  have h1 := (abs_le.1 (Complex.abs_re_le_norm (E - μ))).1
  rw [Complex.sub_re, Complex.ofReal_re] at h1
  linarith [hlev i μ hμ, hr i]

/-- For uncoupled fragments, the eigenvalues of the block Hamiltonian are exactly the
eigenvalues of the fragments. -/
theorem uncoupled_spectrum (H : ∀ i j, V j →L[ℂ] V i)
    (h0 : ∀ i j, i ≠ j → H i j = 0) (E : ℂ) :
    Module.End.HasEigenvalue (blockHamiltonian H) E ↔
      ∃ i, Module.End.HasEigenvalue (H i i : V i →ₗ[ℂ] V i) E := by
  classical
  have hdiag : ∀ (ψ : ∀ i, V i) k, blockHamiltonian H ψ k = H k k (ψ k) := by
    intro ψ k
    rw [blockHamiltonian_apply]
    exact Finset.sum_eq_single k (fun j _ hj => by simp [h0 k j hj.symm]) (by simp)
  constructor
  · intro hE
    obtain ⟨ψ, hψ⟩ := hE.exists_hasEigenvector
    obtain ⟨i, hi⟩ := Function.ne_iff.1 hψ.2
    have h := congrFun hψ.apply_eq_smul i
    rw [hdiag] at h
    exact ⟨i, Module.End.hasEigenvalue_of_hasEigenvector
      ⟨Module.End.mem_eigenspace_iff.2 h, hi⟩⟩
  · rintro ⟨i, hi⟩
    obtain ⟨v, hv⟩ := hi.exists_hasEigenvector
    -- extend the fragment state by zero
    refine Module.End.hasEigenvalue_of_hasEigenvector (x := Pi.single i v)
      ⟨Module.End.mem_eigenspace_iff.2 ?_, ?_⟩
    · funext k
      rw [hdiag, Pi.smul_apply]
      by_cases hk : k = i
      · subst hk
        simpa using hv.apply_eq_smul
      · simp [Pi.single_eq_of_ne hk]
    · intro h
      apply hv.2
      simpa using congrFun h i

/-- Two one-level fragments with the same level `a` and real coupling `t`. -/
def dimer (a t : ℝ) (i j : Fin 2) : ℂ →L[ℂ] ℂ :=
  (if i = j then (a : ℂ) else (t : ℂ)) • ContinuousLinearMap.id ℂ ℂ

/-- Sharpness: the dimer has Hermitian diagonal blocks and the eigenvalue `a + t`, whose
distance from every fragment level equals the coupling radius. -/
theorem dimer_sharp (a t : ℝ) :
    (∀ i, (dimer a t i i : ℂ →ₗ[ℂ] ℂ).IsSymmetric) ∧
    Module.End.HasEigenvalue (blockHamiltonian (V := fun _ : Fin 2 => ℂ) (dimer a t))
      ((a : ℂ) + t) ∧
    ∀ i, ∀ μ : ℂ, Module.End.HasEigenvalue (dimer a t i i : ℂ →ₗ[ℂ] ℂ) μ →
      ‖(a : ℂ) + t - μ‖ = couplingRadius (V := fun _ : Fin 2 => ℂ) (dimer a t) i := by
  have hd : ∀ i x, dimer a t i i x = (a : ℂ) * x := by
    intro i x
    simp [dimer]
  refine ⟨?_, ?_, ?_⟩
  · intro i x y
    change inner ℂ (dimer a t i i x) y = inner ℂ x (dimer a t i i y)
    rw [hd, hd, ← smul_eq_mul, ← smul_eq_mul, inner_smul_left, inner_smul_right,
      Complex.conj_ofReal]
  · -- the symmetric combination of the two fragment states
    refine Module.End.hasEigenvalue_of_hasEigenvector (x := fun _ => (1 : ℂ))
      ⟨Module.End.mem_eigenspace_iff.2 ?_, ?_⟩
    · funext i
      rw [blockHamiltonian_apply, Fin.sum_univ_two]
      fin_cases i <;> simp [dimer, add_comm]
    · intro h
      exact one_ne_zero (congrFun h 0)
  · have hrad : ∀ i, couplingRadius (V := fun _ : Fin 2 => ℂ) (dimer a t) i = ‖(t : ℂ)‖ := by
      refine Fin.forall_fin_two.2 ⟨?_, ?_⟩
      · rw [couplingRadius, show univ.erase (0 : Fin 2) = {1} by decide, sum_singleton]
        simp [dimer, norm_smul]
      · rw [couplingRadius, show univ.erase (1 : Fin 2) = {0} by decide, sum_singleton]
        simp [dimer, norm_smul]
    intro i μ hμ
    obtain ⟨v, hv⟩ := hμ.exists_hasEigenvector
    have h : (a : ℂ) * v = μ * v := (hd i v).symm.trans hv.apply_eq_smul
    rw [hrad, ← mul_right_cancel₀ hv.2 h, add_sub_cancel_left]

end

end BlockGershgorin
```

```lean
#print axioms BlockGershgorin.block_gershgorin
#print axioms BlockGershgorin.energy_lower_bound
#print axioms BlockGershgorin.uncoupled_spectrum
#print axioms BlockGershgorin.dimer_sharp
```

```
'BlockGershgorin.block_gershgorin' depends on axioms: [propext, Classical.choice, Quot.sound]
'BlockGershgorin.energy_lower_bound' depends on axioms: [propext, Classical.choice, Quot.sound]
'BlockGershgorin.uncoupled_spectrum' depends on axioms: [propext, Classical.choice, Quot.sound]
'BlockGershgorin.dimer_sharp' depends on axioms: [propext, Classical.choice, Quot.sound]
```

The lemma `blockHamiltonian_apply` recovers the sum over blocks. `residual_le_couplingRadius` is the first estimate above: `Finset.add_sum_erase` separates the diagonal term, and `norm_sum_le` with `le_opNorm` bounds the rest. The "isolated fragment" in its docstring means the diagonal block `H i i` alone. `exists_level_near_of_residual` is the second estimate, for a general Hermitian `T`, complex number `z` and nonzero vector `x`.

The device that carries this second estimate is Mathlib's `eigenvectorBasis`. From the symmetry proof `hT` it produces an orthonormal basis indexed by `Fin n`, where `n` is the dimension; the argument `rfl` sets `n` to `Module.finrank ℂ W`. The companion `eigenvalues` has real values, which is why `μ` can be a real number in the statement. The basis also supplies a norm-preserving coordinate map, `b.repr`, from which `hP` obtains Parseval's identity. `hcoef` then computes the coefficients of the residual, `Finite.exists_min` selects the nearest level, and the squared norms are compared term by term.

In `block_gershgorin`, `Finite.exists_max` selects the fragment with the largest component, and `le_of_mul_le_mul_right` cancels its positive norm. `energy_lower_bound` adds that a real part is bounded by the modulus. In `uncoupled_spectrum`, `Pi.single i v` is the extension by zero. `dimer_sharp` uses the unnormalised vector $(1,1)$ and computes both radii as $|t|$.
